# On a ring with a prime number of sites and rational hoppings, a Bloch energy at k ≠ 0 vanishes exactly when the hopping function is constant

A particle on a translation-invariant ring has a level exactly at zero energy when its hopping amplitudes, weighted with the Bloch phases of some wave number, sum to zero. Here the amplitudes are taken to be rational. Physically, this says that all amplitudes are rational multiples of one energy unit. The phases and the energies remain complex numbers.

Let the ring have N sites, and let h(x) be the amplitude for separation x. The value h(0) is the on-site energy, although it is counted among the "hoppings" below. The Hamiltonian has the entries H(a,b) = h(a−b), and it acts on the normalised plane wave ψ(a) = exp(2πika/N)/√N as

(Hψ)(a) = Σₓ h(x) ψ(a−x) = [Σₓ h(x) exp(−2πikx/N)] ψ(a).

The bracket is the Bloch energy ĥ(k). The Lean code starts from this sum; the step from the matrix H to the sum is the calculation just made.

## The energy as a finite Fourier sum

```lean
import Mathlib

namespace RationalHoppingPrimeRing

noncomputable section

/-- The Bloch energy at wave number `k` of a ring of `N` sites with hopping amplitudes `h`:
the sum over `x` of `h x * exp (-2 π i k x / N)`. -/
def blochEnergy {N : ℕ} [NeZero N] (h : ZMod N → ℂ) (k : ZMod N) : ℂ :=
  ∑ x, h x * Complex.exp (-(2 * Real.pi * Complex.I * ((k.val : ℂ) * (x.val : ℂ) / (N : ℂ))))
```

The type `ZMod N` holds the integers modulo N and serves for both separations and wave numbers, so the lattice momentum is 2πk/N for unit spacing. The condition `NeZero N` says that the ring has at least one site. The expression `k.val` is the representative of k among 0, …, N−1, which can be placed in an ordinary exponential. Nothing requires h(−x) to be the complex conjugate of h(x), so H need not be Hermitian and an "energy" may be complex.

```lean
/-- The elementary Bloch phase `exp (-2 π i / N)` of a ring of `N` sites, for `N` nonzero. -/
def phase (N : ℕ) : ℂ := Complex.exp (-(2 * Real.pi * Complex.I / (N : ℂ)))
```

This is the phase for one step at k = 1, written ω below:

ω = exp(−2πi/N).

```lean
/-- On a ring with a nonzero number `N` of sites, the elementary Bloch phase is a primitive
`N`-th root of unity. -/
theorem phase_primitive (N : ℕ) [NeZero N] : IsPrimitiveRoot (phase N) N := by
  unfold phase
  rw [Complex.exp_neg]
  exact (Complex.isPrimitiveRoot_exp N (NeZero.ne N)).inv
```

A primitive N-th root of unity satisfies ωᴺ = 1, and ωᵐ = 1 only when N divides m. Both follow from ωᵐ = exp(−2πim/N), which is 1 exactly when m/N is an integer. Lean takes the known result for exp(2πi/N) and passes to the inverse.

## When rational amplitudes interfere to zero

```lean
/-- For prime `p`, the powers of a primitive `p`-th root of unity, weighted with rational
amplitudes, interfere to zero exactly when all the amplitudes are equal. -/
theorem rational_interference {p : ℕ} [Fact p.Prime] {ζ : ℂ} (hζ : IsPrimitiveRoot ζ p)
    (h : ZMod p → ℚ) :
    ∑ x, (h x : ℂ) * ζ ^ x.val = 0 ↔ ∃ c, ∀ x, h x = c := by
  have hp : p.Prime := Fact.out
  -- equal amplitudes cancel: this is the geometric sum
  have hgeom : ∑ x : ZMod p, ζ ^ x.val = 0 := by
    rw [← hζ.geom_sum_eq_zero hp.one_lt]
    refine Finset.sum_nbij' (fun x : ZMod p => x.val) (fun n : ℕ => (n : ZMod p)) ?_ ?_ ?_ ?_ ?_
    · intro x _
      exact Finset.mem_range.mpr (ZMod.val_lt x)
    · intro n _
      exact Finset.mem_univ _
    · intro x _
      exact ZMod.natCast_zmod_val x
    · intro n hn
      exact ZMod.val_cast_of_lt (Finset.mem_range.mp hn)
    · intro x _
      rfl
  constructor
  · intro h0
    -- subtract the last amplitude, which lowers the degree below `p - 1`
    obtain ⟨a, ha⟩ : ∃ a : ZMod p, a = ((p - 1 : ℕ) : ZMod p) := ⟨_, rfl⟩
    obtain ⟨P, hP⟩ : ∃ P : Polynomial ℚ,
        P = ∑ x : ZMod p, Polynomial.C (h x - h a) * Polynomial.X ^ x.val := ⟨_, rfl⟩
    have hcoeff : ∀ m, P.coeff m = ∑ x : ZMod p, if m = x.val then h x - h a else 0 := by
      intro m
      simp only [hP, Polynomial.finsetSum_coeff, Polynomial.coeff_C_mul,
        Polynomial.coeff_X_pow, mul_ite, mul_one, mul_zero]
    have hroot : Polynomial.aeval ζ P = 0 := by
      simp only [hP, map_sum, map_mul, map_pow, Polynomial.aeval_C, Polynomial.aeval_X,
        eq_ratCast, Rat.cast_sub, sub_mul, Finset.sum_sub_distrib, ← Finset.mul_sum]
      rw [h0, hgeom, mul_zero, sub_zero]
    have hdeg : P.degree < ((p - 1 : ℕ) : WithBot ℕ) := by
      rw [Polynomial.degree_lt_iff_coeff_zero]
      intro m hm
      rw [hcoeff]
      refine Finset.sum_eq_zero fun x _ => ?_
      split_ifs with hx
      · have hlt := ZMod.val_lt x
        have hv : x.val = p - 1 := by omega
        have hxa : x = a := by rw [ha, ← hv, ZMod.natCast_zmod_val]
        rw [hxa, sub_self]
      · rfl
    -- the cyclotomic polynomial of degree `p - 1` divides `P`, so `P` vanishes
    have hzero : P = 0 := by
      refine Polynomial.eq_zero_of_dvd_of_degree_lt (minpoly.dvd ℚ ζ hroot) ?_
      rw [← Polynomial.cyclotomic_eq_minpoly_rat hζ hp.pos, Polynomial.degree_cyclotomic,
        Nat.totient_prime hp]
      exact hdeg
    refine ⟨h a, fun x => ?_⟩
    have hx := hcoeff x.val
    rw [hzero, Polynomial.coeff_zero, Finset.sum_eq_single x, if_pos rfl] at hx
    · linarith
    · intro b _ hb
      exact if_neg fun e => hb (ZMod.val_injective p e.symm)
    · intro hn
      exact absurd (Finset.mem_univ x) hn
  · rintro ⟨c, hc⟩
    simp only [hc, ← Finset.mul_sum, hgeom, mul_zero]
```

Let p be prime, ζ a primitive p-th root of unity and h rational. The theorem says that Σₓ h(x) ζˣ = 0 exactly when all h(x) are equal. The hypothesis `Fact p.Prime` carries the primality.

Equal amplitudes cancel because ζ ≠ 1 and

1 + ζ + … + ζᵖ⁻¹ = (ζᵖ − 1)/(ζ − 1) = 0.

This is `hgeom`. For the other direction, suppose that the weighted sum vanishes. Let a = p−1 be the last site, and subtract h(a) times the geometric sum. Then ζ is a root of

P(X) = Σₓ (h(x) − h(a)) Xˣ.

The coefficient of Xᵖ⁻¹ is zero, so P has degree below p−1 (`hroot` and `hdeg`).

The root ζ also satisfies Φ(X) = 1 + X + … + Xᵖ⁻¹, the cyclotomic polynomial. It is irreducible over the rationals: in

Φ(X+1) = ((X+1)ᵖ − 1)/X

every coefficient except the leading one is divisible by p, and the constant term is p itself, so Eisenstein's criterion applies. Hence Φ divides every rational polynomial that vanishes at ζ. It divides P, whose degree is too small, so P = 0 and every h(x) equals h(a).

In Lean, `minpoly.dvd` gives the divisibility, and a Mathlib theorem identifies the minimal polynomial with the cyclotomic one. The last lines read off the coefficients of P = 0 with `hcoeff`.

## Every nonzero wave number reduces to k = 1

```lean
/-- On a ring with a prime number of sites, relabelling the sites by `x ↦ k x` turns the
energy at a nonzero wave number `k` into a sum over powers of the elementary phase. -/
theorem blochEnergy_relabel {p : ℕ} [Fact p.Prime] (h : ZMod p → ℂ) {k : ZMod p}
    (hk : k ≠ 0) : blochEnergy h k = ∑ y, h (k⁻¹ * y) * phase p ^ y.val := by
  unfold blochEnergy
  refine Fintype.sum_equiv (Equiv.mulLeft₀ k hk) _ _ fun x => ?_
  change _ = h (k⁻¹ * (k * x)) * phase p ^ (k * x).val
  rw [inv_mul_cancel_left₀ hk, ZMod.val_mul, ← pow_eq_pow_mod _ (phase_primitive p).pow_eq_one]
  unfold phase
  rw [← Complex.exp_nat_mul]
  congr 2
  push_cast
  ring
```

Since p is prime, a nonzero k has an inverse modulo p, and x ↦ y = kx permutes the sites. Therefore

ĥ(k) = Σₓ h(x) ωᵏˣ = Σ_y h(k⁻¹y) ωʸ.

This holds for complex h as well. `Equiv.mulLeft₀` is the permutation. The representative of kx is the ordinary product reduced modulo p, and the reduction leaves the phase unchanged because ωᵖ = 1.

```lean
/-- On a ring with a prime number of sites and rational hoppings, the Bloch energy at a
nonzero wave number vanishes exactly when the hopping function is constant. -/
theorem blochEnergy_eq_zero_iff {p : ℕ} [Fact p.Prime] (h : ZMod p → ℚ) {k : ZMod p}
    (hk : k ≠ 0) : blochEnergy (fun x => (h x : ℂ)) k = 0 ↔ ∃ c, ∀ x, h x = c := by
  rw [blochEnergy_relabel _ hk]
  refine (rational_interference (phase_primitive p) fun y => h (k⁻¹ * y)).trans ?_
  constructor
  · rintro ⟨c, hc⟩
    refine ⟨c, fun x => ?_⟩
    have hx : h (k⁻¹ * (k * x)) = c := hc (k * x)
    rwa [inv_mul_cancel_left₀ hk] at hx
  · rintro ⟨c, hc⟩
    exact ⟨c, fun y => hc _⟩
```

This is the main result: for prime p, rational h and k ≠ 0,

ĥ(k) = 0 ⇔ h is constant.

By the relabelling, ĥ(k) is a rational combination of the powers of ω with amplitudes h(k⁻¹y). It vanishes exactly when these are all equal. They are the values of h in another order, so this means that h is constant. The two bullets in the Lean proof carry the constant from one labelling to the other.

The wave number k = 0 behaves differently: ĥ(0) is the plain sum of the amplitudes, which is already zero for h = (1, −1) on two sites.

For a non-interacting tight-binding ring with a prime number of sites and rational amplitudes, the theorem thus decides whether H has a zero mode at k ≠ 0.

## A Green's function on five sites

Take h = (0, 3, 1, 1, 3) for x = 0, …, 4. Subtracting 3(1 + ω + ω² + ω³ + ω⁴) = 0 from the energy at k = 1 gives

ĥ(1) = 3ω + ω² + ω³ + 3ω⁴ = −3 − 2ω² − 2ω³ = √5 − 2 ≈ 0.236.

The remaining coefficients are not all zero, so the level cannot be zero, however close it comes. The full list is ĥ(0) = 8, ĥ(±1) = √5 − 2 and ĥ(±2) = −√5 − 2. The Green's function (E − H)⁻¹ therefore exists at E = 0, and its on-site element is

(1/5) Σₖ 1/(0 − ĥ(k)) = (1/5)(−1/8 − 8) = −13/8.

## Rational levels and degeneracies

```lean
/-- On a ring with a prime number of sites and rational hoppings, the energy at a nonzero wave
number equals a rational number `E` exactly when every hopping between distinct sites is
`h 0 - E`. -/
theorem blochEnergy_eq_rational_iff {p : ℕ} [Fact p.Prime] (h : ZMod p → ℚ) (E : ℚ)
    {k : ZMod p} (hk : k ≠ 0) :
    blochEnergy (fun x => (h x : ℂ)) k = (E : ℂ) ↔ ∀ x, x ≠ 0 → h x = h 0 - E := by
  -- lowering the on-site energy by `E` lowers the whole band by `E`
  have key : blochEnergy (fun x => ((h x - (if x = 0 then E else 0) : ℚ) : ℂ)) k
      = blochEnergy (fun x => (h x : ℂ)) k - (E : ℂ) := by
    unfold blochEnergy
    simp only [Rat.cast_sub, sub_mul, Finset.sum_sub_distrib]
    congr 1
    rw [Finset.sum_eq_single 0]
    · simp
    · intro b _ hb
      simp [hb]
    · simp
  rw [← sub_eq_zero, ← key]
  refine (blochEnergy_eq_zero_iff (fun x => h x - (if x = 0 then E else 0)) hk).trans ?_
  constructor
  · rintro ⟨c, hc⟩ x hx
    have h1 : h x - (if x = 0 then E else 0) = c := hc x
    have h2 : h 0 - (if (0 : ZMod p) = 0 then E else 0) = c := hc 0
    rw [if_neg hx] at h1
    rw [if_pos rfl] at h2
    linarith
  · intro H
    refine ⟨h 0 - E, fun x => ?_⟩
    by_cases hx : x = 0
    · simp [hx]
    · simp [hx, H x hx]
```

For rational E and k ≠ 0, the level ĥ(k) equals E exactly when h(x) = h(0) − E for every x ≠ 0. To see this, lower the on-site energy by E and leave the other amplitudes alone. The new function g has

ĝ(k) = ĥ(k) − E,

which is `key` in the proof. By the main result it vanishes exactly when g is constant, and the constant must be g(0) = h(0) − E.

For example, take a ring of p ≥ 5 sites with rational on-site energy and nonzero rational hopping between nearest neighbours only. Its amplitudes between distinct sites are not all equal, so none of its levels at k ≠ 0 is rational.

```lean
/-- On a ring with a prime number of sites and rational hoppings, two nonzero wave numbers
`k` and `l` have the same energy exactly when `h (k x) = h (l x)` for every `x`. -/
theorem degenerate_iff {p : ℕ} [Fact p.Prime] (h : ZMod p → ℚ) {k l : ZMod p}
    (hk : k ≠ 0) (hl : l ≠ 0) :
    blochEnergy (fun x => (h x : ℂ)) k = blochEnergy (fun x => (h x : ℂ)) l
      ↔ ∀ x, h (k * x) = h (l * x) := by
  have key := rational_interference (phase_primitive p) fun y => h (k⁻¹ * y) - h (l⁻¹ * y)
  simp only [Rat.cast_sub, sub_mul, Finset.sum_sub_distrib] at key
  rw [← sub_eq_zero, blochEnergy_relabel _ hk, blochEnergy_relabel _ hl]
  refine key.trans ?_
  constructor
  · rintro ⟨c, hc⟩ x
    -- the site `0` is fixed by every relabelling, so the constant is zero
    have h0 := hc 0
    rw [mul_zero, mul_zero, sub_self] at h0
    have hx := hc (k * l * x)
    rw [show k⁻¹ * (k * l * x) = l * x by field_simp,
      show l⁻¹ * (k * l * x) = k * x by field_simp] at hx
    linarith
  · intro H
    refine ⟨0, fun y => ?_⟩
    have hy := H (k⁻¹ * l⁻¹ * y)
    rw [show k * (k⁻¹ * l⁻¹ * y) = l⁻¹ * y by field_simp,
      show l * (k⁻¹ * l⁻¹ * y) = k⁻¹ * y by field_simp] at hy
    linarith
```

Two nonzero wave numbers k and l have the same energy exactly when h(kx) = h(lx) for all x. By hand, relabel both sums and subtract:

ĥ(k) − ĥ(l) = Σ_y [h(k⁻¹y) − h(l⁻¹y)] ωʸ.

This is zero exactly when the bracket is constant. At y = 0 the bracket is h(0) − h(0) = 0, so the constant is zero. Setting y = klx then gives h(lx) = h(kx), and x = k⁻¹l⁻¹y leads back. The `field_simp` calls carry out these cancellations.

With l = −k the condition becomes h(−x) = h(x), the usual reflection symmetry behind the ±k pairs. In general, a degeneracy between nonzero wave numbers means that h is unchanged by the site relabelling x ↦ lk⁻¹x.

## Four sites, and an irrational on-site energy

```lean
/-- On a ring of four sites, the hopping function that is `1` at even and `0` at odd
separation has zero energy at `k = 1`. -/
theorem four_site_zero :
    blochEnergy (fun x : ZMod 4 => ((if x.val % 2 = 0 then 1 else 0 : ℚ) : ℂ)) 1 = 0 := by
  have v0 : (0 : ZMod 4).val = 0 := rfl
  have v1 : (1 : ZMod 4).val = 1 := rfl
  have v2 : (2 : ZMod 4).val = 2 := rfl
  have v3 : (3 : ZMod 4).val = 3 := rfl
  have e : Complex.exp (-(2 * Real.pi * Complex.I *
      (((1 : ℕ) : ℂ) * ((2 : ℕ) : ℂ) / ((4 : ℕ) : ℂ)))) = -1 := by
    rw [show -(2 * Real.pi * Complex.I * (((1 : ℕ) : ℂ) * ((2 : ℕ) : ℂ) / ((4 : ℕ) : ℂ)))
      = -(Real.pi * Complex.I) by push_cast; ring, Complex.exp_neg, Complex.exp_pi_mul_I]
    norm_num
  rw [blochEnergy, show (Finset.univ : Finset (ZMod 4)) = {0, 1, 2, 3} by decide,
    Finset.sum_insert (by decide), Finset.sum_insert (by decide),
    Finset.sum_insert (by decide), Finset.sum_singleton]
  simp only [v0, v1, v2, v3, e]
  norm_num
```

On four sites the rational function h = (1, 0, 1, 0) is not constant, yet

ĥ(1) = 1 + exp(−iπ) = 1 − 1 = 0.

The main result therefore does not extend to every number of sites. In the proof, `e` evaluates the phase at x = 2; the odd sites have amplitude zero.

```lean
/-- On a ring of five sites, unit nearest-neighbour hopping with the on-site energy
`-2 cos (2 π / 5)` has zero energy at `k = 1`. -/
theorem five_site_zero :
    blochEnergy (fun x : ZMod 5 => ((if x.val = 0 then -2 * Real.cos (2 * Real.pi / 5)
      else if x.val = 1 ∨ x.val = 4 then 1 else 0 : ℝ) : ℂ)) 1 = 0 := by
  have v0 : (0 : ZMod 5).val = 0 := rfl
  have v1 : (1 : ZMod 5).val = 1 := rfl
  have v2 : (2 : ZMod 5).val = 2 := rfl
  have v3 : (3 : ZMod 5).val = 3 := rfl
  have v4 : (4 : ZMod 5).val = 4 := rfl
  -- the two neighbours contribute conjugate phases, which add up to a cosine
  have e : Complex.exp (-(2 * Real.pi * Complex.I *
      (((1 : ℕ) : ℂ) * ((4 : ℕ) : ℂ) / ((5 : ℕ) : ℂ))))
      = 2 * ((Real.cos (2 * Real.pi / 5) : ℝ) : ℂ) - Complex.exp (-(2 * Real.pi * Complex.I *
      (((1 : ℕ) : ℂ) * ((1 : ℕ) : ℂ) / ((5 : ℕ) : ℂ)))) := by
    rw [show -(2 * Real.pi * Complex.I * (((1 : ℕ) : ℂ) * ((4 : ℕ) : ℂ) / ((5 : ℕ) : ℂ)))
      = 2 * Real.pi / 5 * Complex.I - 2 * Real.pi * Complex.I by push_cast; ring,
      show -(2 * Real.pi * Complex.I * (((1 : ℕ) : ℂ) * ((1 : ℕ) : ℂ) / ((5 : ℕ) : ℂ)))
      = -(2 * Real.pi / 5) * Complex.I by push_cast; ring,
      Complex.exp_sub, Complex.exp_two_pi_mul_I, Complex.ofReal_cos, Complex.cos]
    push_cast
    ring
  rw [blochEnergy, show (Finset.univ : Finset (ZMod 5)) = {0, 1, 2, 3, 4} by decide,
    Finset.sum_insert (by decide), Finset.sum_insert (by decide),
    Finset.sum_insert (by decide), Finset.sum_insert (by decide), Finset.sum_singleton]
  simp only [v0, v1, v2, v3, v4, e]
  simp

end

end RationalHoppingPrimeRing
```

Five is prime, but here the on-site energy −2cos(2π/5) = (1 − √5)/2 is irrational. With unit hopping to the two neighbours,

ĥ(1) = −2cos(2π/5) + ω + ω⁴ = −2cos(2π/5) + 2cos(2π/5) = 0,

although h is not constant. Real amplitudes are thus not enough for the main result. The statement `e` writes ω⁴ as 2cos(2π/5) − ω, after which the terms cancel.

```lean
#print axioms RationalHoppingPrimeRing.blochEnergy_eq_zero_iff
#print axioms RationalHoppingPrimeRing.blochEnergy_eq_rational_iff
#print axioms RationalHoppingPrimeRing.four_site_zero
#print axioms RationalHoppingPrimeRing.five_site_zero
```

```
'RationalHoppingPrimeRing.blochEnergy_eq_zero_iff' depends on axioms: [propext, Classical.choice, Quot.sound]
'RationalHoppingPrimeRing.blochEnergy_eq_rational_iff' depends on axioms: [propext, Classical.choice, Quot.sound]
'RationalHoppingPrimeRing.four_site_zero' depends on axioms: [propext, Classical.choice, Quot.sound]
'RationalHoppingPrimeRing.five_site_zero' depends on axioms: [propext, Classical.choice, Quot.sound]
```
